# For a symmetric operator, the Ritz value error times the overlap is at most the coupling norm times the eigenvector's distance from the search space

Let `A` be a bounded symmetric operator on a complex inner product space, `u` a vector with `A u = μ u`, and `K` a search subspace with orthogonal projection `P`. For a Ritz pair `(θ, v)`, meaning a unit vector `v` in `K` with `P A v = θ v`, the theorem `ritz_value_error_bound` states that |⟨v, u⟩| |θ − μ| ≤ ‖P A (1 − P)‖ ‖u − P u‖. The vector `u` need not be normalised; for nonzero `u`, dividing both sides by ‖u‖ gives the bound for the unit eigenvector. The attempt bounds the square of the left side by ‖P A (1 − P) u‖², using an orthogonal splitting from which a nonnegative residual term is dropped. It then removes the squares with a helper in a `where` clause and finishes with `coupling_le`.

Lean 4 with Mathlib refuses this proof:

```lean
import Mathlib

open scoped InnerProductSpace

namespace RitzValueErrorBound

noncomputable section

variable {E : Type*} [NormedAddCommGroup E] [InnerProductSpace ℂ E]

/-- The coupling `P A (1 - P)` between the search space `K` and its orthogonal complement,
where `P` is the orthogonal projection onto `K`. -/
def coupling (A : E →L[ℂ] E) (K : Submodule ℂ E) [K.HasOrthogonalProjection] : E →L[ℂ] E :=
  K.starProjection ∘L A ∘L (ContinuousLinearMap.id ℂ E - K.starProjection)

/-- `(θ, v)` is a Ritz pair of `A` in `K`: `v` is a unit vector of `K` and `P A v = θ v`. -/
def IsRitzPair (A : E →L[ℂ] E) (K : Submodule ℂ E) [K.HasOrthogonalProjection]
    (θ : ℂ) (v : E) : Prop :=
  v ∈ K ∧ ‖v‖ = 1 ∧ K.starProjection (A v) = θ • v

/-- Pythagoras: the squared norm of a sum of two orthogonal vectors is the sum of their
squared norms. -/
lemma norm_sq_add_of_orthogonal {x y : E} (h : ⟪x, y⟫_ℂ = 0) :
    ‖x + y‖ ^ 2 = ‖x‖ ^ 2 + ‖y‖ ^ 2 := by
  rw [norm_add_sq (𝕜 := ℂ), h]
  simp

variable {A : E →L[ℂ] E} {K : Submodule ℂ E} [K.HasOrthogonalProjection]
  {u v : E} {μ θ : ℂ} {d : ℝ}

/-- The coupling acts on `u` only through the part of `u` outside `K`, so
`‖P A (1 - P) u‖` is at most the norm of the coupling times the distance of `u` from `K`. -/
theorem coupling_le (A : E →L[ℂ] E) (K : Submodule ℂ E) [K.HasOrthogonalProjection] (u : E) :
    ‖coupling A K u‖ ≤ ‖coupling A K‖ * ‖u - K.starProjection u‖ := by
  have hP : K.starProjection (K.starProjection u) = K.starProjection u :=
    Submodule.starProjection_eq_self_iff.mpr (K.starProjection_apply_mem u)
  have h0 : K.starProjection (u - K.starProjection u) = 0 := by
    rw [map_sub, hP, sub_self]
  have h : coupling A K (u - K.starProjection u) = coupling A K u := by
    change K.starProjection (A ((u - K.starProjection u)
      - K.starProjection (u - K.starProjection u))) = K.starProjection (A (u - K.starProjection u))
    rw [h0, sub_zero]
  rw [← h]
  exact (coupling A K).le_opNorm _

/-- For symmetric `A` with `A u = μ u` and a Ritz pair `(θ, v)`, the squared norm of
`P A (1 - P) u` is the sum of a Ritz value term along `v` and the squared residual of
`w = P u - ⟨v, u⟩ v`. -/
theorem projected_equation_split (hA : (A : E →ₗ[ℂ] E).IsSymmetric) (hu : A u = μ • u)
    (hv : IsRitzPair A K θ v) :
    ‖coupling A K u‖ ^ 2 = (‖⟪v, u⟫_ℂ‖ * ‖θ - μ‖) ^ 2
      + ‖K.starProjection (A (K.starProjection u - ⟪v, u⟫_ℂ • v))
          - μ • (K.starProjection u - ⟪v, u⟫_ℂ • v)‖ ^ 2 := by
  obtain ⟨hvK, hv1, hritz⟩ := hv
  have hA' : ∀ x y, ⟪A x, y⟫_ℂ = ⟪x, A y⟫_ℂ := hA
  have hl : ∀ y, ∀ x ∈ K, ⟪K.starProjection y, x⟫_ℂ = ⟪y, x⟫_ℂ := by
    intro y x hx
    have h := K.starProjection_inner_eq_zero y x hx
    rw [inner_sub_left] at h
    exact (sub_eq_zero.mp h).symm
  have hr : ∀ y, ∀ x ∈ K, ⟪x, K.starProjection y⟫_ℂ = ⟪x, y⟫_ℂ := by
    intro y x hx
    rw [← inner_conj_symm, hl y x hx, inner_conj_symm]
  -- the projected eigenvalue equation
  have hC : coupling A K u = μ • K.starProjection u
      - K.starProjection (A (K.starProjection u)) := by
    have h : coupling A K u = K.starProjection (A (u - K.starProjection u)) := rfl
    rw [h, map_sub, map_sub, hu, map_smul]
  have hdec : -coupling A K u = (⟪v, u⟫_ℂ * (θ - μ)) • v
      + (K.starProjection (A (K.starProjection u - ⟪v, u⟫_ℂ • v))
          - μ • (K.starProjection u - ⟪v, u⟫_ℂ • v)) := by
    rw [hC]
    simp only [map_sub, map_smul, hritz]
    module
  have hwK : K.starProjection u - ⟪v, u⟫_ℂ • v ∈ K :=
    K.sub_mem (K.starProjection_apply_mem u) (K.smul_mem _ hvK)
  have hw : ⟪v, K.starProjection u - ⟪v, u⟫_ℂ • v⟫_ℂ = 0 := by
    rw [inner_sub_right, inner_smul_right, hr u v hvK, inner_self_eq_norm_sq_to_K, hv1]
    simp
  -- symmetry of `A` keeps the residual of `w` orthogonal to `v`
  have horth : ⟪v, K.starProjection (A (K.starProjection u - ⟪v, u⟫_ℂ • v))
      - μ • (K.starProjection u - ⟪v, u⟫_ℂ • v)⟫_ℂ = 0 := by
    rw [inner_sub_right, hr _ v hvK, ← hA', ← hl (A v) _ hwK, hritz, inner_smul_left,
      inner_smul_right, hw, mul_zero, mul_zero, sub_zero]
  rw [← norm_neg, hdec, norm_sq_add_of_orthogonal (by rw [inner_smul_left, horth, mul_zero]),
    norm_smul, norm_mul, hv1, mul_one]

/-- For symmetric `A` with `A u = μ u` and a Ritz pair `(θ, v)`, the Ritz value error weighted by
the overlap `|⟨v, u⟩|` is at most `‖P A (1 - P)‖` times the distance of `u` from `K`. -/
theorem ritz_value_error_bound (hA : (A : E →ₗ[ℂ] E).IsSymmetric) (hu : A u = μ • u)
    (hv : IsRitzPair A K θ v) :
    ‖⟪v, u⟫_ℂ‖ * ‖θ - μ‖ ≤ ‖coupling A K‖ * ‖u - K.starProjection u‖ := by
  refine le_trans (le_of_sq_le_sq ?_ (norm_nonneg _)) (coupling_le A K u)
  rw [projected_equation_split hA hu hv]
  exact le_add_of_nonneg_right (sq_nonneg _)
where
  le_of_sq_le_sq {a b : ℝ} (h : a ^ 2 ≤ b ^ 2) (hb : 0 ≤ b) : a ≤ b := abs_le_of_sq_le_sq h hb |>.2

end

end RitzValueErrorBound
```

The compiler's answer:

```
Main.lean:97:71: error: Invalid projection: Projections extract constructor fields for one-constructor inductive types. The expression
  abs_le_of_sq_le_sq h hb
has type `Real.le✝ |a| b` which is not a one-constructor inductive type.
```

Cause. The error is in the helper `le_of_sq_le_sq`, which should turn `a ^ 2 ≤ b ^ 2` and `0 ≤ b` into `a ≤ b`. Its proof applies `abs_le_of_sq_le_sq` and takes the second component of the result with `|>.2`. That would suit a conjunction such as `-b ≤ a ∧ a ≤ b`, but the lemma returns the single inequality `|a| ≤ b`. The message shows this as `Real.le |a| b`, which is not a one-constructor inductive type, so `.2` has nothing to extract.

The repair keeps the inequality as it comes, in `h'`, and supplies the missing step with `le_abs_self`, which says that a number is at most its absolute value. Chaining this with `h'` and then with `coupling_le A K u` gives the claim. Dropping the helper and stating the squared inequality separately as `h` is mere tidying: the two lines that prove it are unchanged, and `le_abs_self` could have mended the helper in place.

This version goes through:

```diff
@@ -91,9 +91,9 @@
     (hv : IsRitzPair A K θ v) :
     ‖⟪v, u⟫_ℂ‖ * ‖θ - μ‖ ≤ ‖coupling A K‖ * ‖u - K.starProjection u‖ := by
-  refine le_trans (le_of_sq_le_sq ?_ (norm_nonneg _)) (coupling_le A K u)
-  rw [projected_equation_split hA hu hv]
-  exact le_add_of_nonneg_right (sq_nonneg _)
-where
-  le_of_sq_le_sq {a b : ℝ} (h : a ^ 2 ≤ b ^ 2) (hb : 0 ≤ b) : a ≤ b := abs_le_of_sq_le_sq h hb |>.2
+  have h : (‖⟪v, u⟫_ℂ‖ * ‖θ - μ‖) ^ 2 ≤ ‖coupling A K u‖ ^ 2 := by
+    rw [projected_equation_split hA hu hv]
+    exact le_add_of_nonneg_right (sq_nonneg _)
+  have h' := abs_le_of_sq_le_sq h (norm_nonneg _)
+  exact ((le_abs_self _).trans h').trans (coupling_le A K u)
 
 end
```
